# The self-energy of a three-orbital ghost Hamiltonian at nonreal frequency

Take one auxiliary orbital at energy 0 and two ghost orbitals at l and −l, with real amplitudes R = (r0, r1, r1) normalised by r0² + 2r1² = 1. Let Λ = diag(0, l, −l), and let ε be a real band energy. For every nonreal z,

Rᵀ (z − Λ − ε R Rᵀ)⁻¹ R = 1 / (z − ε − Σ(z)),

Σ(z) = z l² (1 − r0²) / (z² − r0² l²),

and the denominator z − ε − Σ(z) is nonzero. If r0, r1 and l are all nonzero, Σ has simple poles at r0 l and −r0 l, each with residue l² r1². At r0 = 0 it reduces to l²/z, the Hubbard-I form at half filling with the static shift absorbed in the chemical potential.

## Matrix resolvent against scalar Dyson equation

Ghost Gutzwiller codes represent a frequency-dependent self-energy by non-interacting auxiliary orbitals. The physical Green function is then available in two ways: as a matrix resolvent projected onto R, or as a scalar Dyson equation with Σ. The identity says that the two agree for one physical orbital with this symmetric three-level choice. A code can compare them at Matsubara frequencies z = iω, ω ≠ 0, for each band energy ε. If both ghosts are put at l by mistake, for example, the two exact values differ whenever l and r1 are nonzero. Exchanging l and −l changes neither value, so the comparison does not detect that.

The normalisation stands for the sum rule of a single electron mode: it makes the physical Green function G(z), the left side of the identity, fall off as 1/z with coefficient one. The amplitudes found in a ghost Gutzwiller calculation need not satisfy r0² + 2r1² = 1 exactly, and this formula for Σ applies only when they do.

## Eliminating the auxiliary orbitals

Start with any finite set of orbitals with real levels e_i and real amplitudes R_i, not all zero. Let z be nonreal, put H = diag(e) + ε R Rᵀ and define the Green function at zero band energy,

g(z) = Σ_i R_i² / (z − e_i).

Multiplying each numerator and denominator by the complex conjugate of z − e_i gives

Im g(z) = −Im z · Σ_i R_i² / |z − e_i|².

The sum is positive, so Im g ≠ 0 and hence g ≠ 0. Also 1 − εg ≠ 0: for ε = 0 it equals 1, and for ε ≠ 0 its imaginary part −ε Im g is nonzero.

Next, z − H is invertible. Suppose (z − H)x = 0 and write s = Σ_j R_j x_j. Row i reads

(z − e_i) x_i = ε R_i s, so x_i = ε R_i s / (z − e_i).

Multiplying by R_i and summing gives s = εgs, that is, s(1 − εg) = 0. Therefore s = 0, and every x_i vanishes.

Now solve (z − H)v = R. The physical Green function is G = Rᵀ(z − H)⁻¹R = Rᵀv, so row i gives

v_i = c R_i / (z − e_i), with c = 1 + εG.

Projecting onto R gives G = cg. Hence c = 1 + εcg, so c = 1/(1 − εg) and

G = g / (1 − εg) = 1 / (1/g − ε).

The band energy only shifts the inverse Green function.

For the three orbitals,

g = r0²/z + r1²/(z − l) + r1²/(z + l) = r0²/z + 2r1² z/(z² − l²).

With 2r1² = 1 − r0², the common denominator gives

g = (z² − r0² l²) / (z (z² − l²)).

The numerator is (z − r0 l)(z + r0 l), which is nonzero for nonreal z. Because

z(z² − l²) = z(z² − r0² l²) − z l² (1 − r0²),

division by z² − r0² l² yields 1/g = z − Σ(z), and the stated Green function follows.

For the poles, let p be r0 l or −r0 l, with r0, r1 and l nonzero. Away from p,

(z − p) Σ(z) = z l² (1 − r0²) / (z + p),

which tends to l²(1 − r0²)/2 = l² r1² as z → p. At r0 = 0 the denominator is z², and the factor z in the numerator cancels one of its two powers, leaving l²/z.

The same elimination with two orbitals gives a self-energy with at most one pole. For levels a and b and weights w_a = R_a², w_b = R_b² with w_a + w_b = 1, algebra by hand gives

1/g = z − (w_a a + w_b b) − w_a w_b (a − b)² / (z − w_a b − w_b a).

The first correction is a static level shift and the second is the dynamic part. Equal weights at levels ±l give l²/z again, so two orbitals suffice for the Hubbard-I form.

## Lean file for the resolvent and its self-energy

```lean
import Mathlib

open Matrix Filter Topology

namespace GhostOrbitals

noncomputable section

variable {n : Type*} [Fintype n] [DecidableEq n]

/-- Quasiparticle Hamiltonian `diag(e) + ε R Rᵀ` of auxiliary orbitals with levels `e`,
amplitudes `R` and bare band energy `ε`. -/
def hamiltonian (e R : n → ℝ) (ε : ℝ) : Matrix n n ℂ :=
  diagonal (fun i => (e i : ℂ)) +
    (ε : ℂ) • vecMulVec (fun i => (R i : ℂ)) (fun i => (R i : ℂ))

/-- Physical Green function `Rᵀ (z - H)⁻¹ R`, for `z` outside the spectrum of `H`. -/
def green (e R : n → ℝ) (ε : ℝ) (z : ℂ) : ℂ :=
  (fun i => (R i : ℂ)) ⬝ᵥ
    ((z • (1 : Matrix n n ℂ) - hamiltonian e R ε)⁻¹ *ᵥ (fun i => (R i : ℂ)))

omit [DecidableEq n] in
/-- Green function `∑ R_i² / (z - e_i)` at zero band energy, for `z` different from
all levels. -/
def localGreen (e R : n → ℝ) (z : ℂ) : ℂ := ∑ i, (R i : ℂ) ^ 2 / (z - e i)

/-- A nonreal frequency differs from every real energy. -/
lemma sub_real_ne_zero {z : ℂ} (hz : z.im ≠ 0) (a : ℝ) : z - (a : ℂ) ≠ 0 := by
  intro h
  apply hz
  have := congrArg Complex.im h
  simpa using this

omit [DecidableEq n] in
/-- At nonreal frequency the Green function at zero band energy has a nonzero imaginary
part, provided some amplitude is nonzero. -/
theorem localGreen_im_ne_zero (e : n → ℝ) {R : n → ℝ} (hR : R ≠ 0) {z : ℂ}
    (hz : z.im ≠ 0) : (localGreen e R z).im ≠ 0 := by
  have him : (localGreen e R z).im =
      -z.im * ∑ i, R i ^ 2 / Complex.normSq (z - e i) := by
    rw [localGreen, Complex.im_sum, Finset.mul_sum]
    refine Finset.sum_congr rfl (fun i _ => ?_)
    rw [← Complex.ofReal_pow, Complex.div_im]
    simp only [Complex.ofReal_im, Complex.ofReal_re, Complex.sub_im, sub_zero]
    ring
  obtain ⟨i, hi⟩ := Function.ne_iff.1 hR
  have hi' : R i ≠ 0 := hi
  have hpos : 0 < ∑ i, R i ^ 2 / Complex.normSq (z - e i) :=
    Finset.sum_pos' (fun j _ => div_nonneg (sq_nonneg _) (Complex.normSq_nonneg _))
      ⟨i, Finset.mem_univ i,
        div_pos (by positivity) (Complex.normSq_pos.2 (sub_real_ne_zero hz _))⟩
  rw [him]
  exact mul_ne_zero (neg_ne_zero.2 hz) hpos.ne'

omit [DecidableEq n] in
/-- At nonreal frequency `1 - ε g(z)` is nonzero, where `g` is the Green function at zero band
energy. -/
lemma one_sub_ne_zero (e R : n → ℝ) (ε : ℝ) {z : ℂ} (hz : z.im ≠ 0) :
    1 - (ε : ℂ) * localGreen e R z ≠ 0 := by
  intro h
  by_cases hR : R = 0
  · subst hR
    simp [localGreen] at h
  · have him : ε * (localGreen e R z).im = 0 := by
      have := congrArg Complex.im h
      simpa using this
    have hε : ε = 0 := (mul_eq_zero.1 him).resolve_right (localGreen_im_ne_zero e hR hz)
    simp [hε] at h

/-- Action of `z - H` on a vector of orbital amplitudes. -/
lemma resolvent_mulVec (e R : n → ℝ) (ε : ℝ) (z : ℂ) (x : n → ℂ) (i : n) :
    ((z • (1 : Matrix n n ℂ) - hamiltonian e R ε) *ᵥ x) i =
      (z - e i) * x i - (ε : ℂ) * R i * ∑ j, (R j : ℂ) * x j := by
  have h : ∀ j, (z • (1 : Matrix n n ℂ) - hamiltonian e R ε) i j * x j =
      (if i = j then (z - e i) * x j else 0) - (ε : ℂ) * R i * ((R j : ℂ) * x j) := by
    intro j
    simp only [hamiltonian, Matrix.sub_apply, Matrix.smul_apply, Matrix.one_apply,
      Matrix.add_apply, Matrix.diagonal_apply, Matrix.vecMulVec_apply, smul_eq_mul]
    split_ifs <;> ring
  change ∑ j, (z • (1 : Matrix n n ℂ) - hamiltonian e R ε) i j * x j = _
  rw [Finset.sum_congr rfl (fun j _ => h j), Finset.sum_sub_distrib, ← Finset.mul_sum,
    Finset.sum_ite_eq, if_pos (Finset.mem_univ i)]

/-- At nonreal frequency the matrix `z - H` is invertible. -/
theorem resolvent_det_ne_zero (e R : n → ℝ) (ε : ℝ) {z : ℂ} (hz : z.im ≠ 0) :
    (z • (1 : Matrix n n ℂ) - hamiltonian e R ε).det ≠ 0 := by
  intro hdet
  obtain ⟨x, hx, hMx⟩ := Matrix.exists_mulVec_eq_zero_iff.2 hdet
  obtain ⟨s, hs⟩ : ∃ s, s = ∑ j, (R j : ℂ) * x j := ⟨_, rfl⟩
  -- a null vector is fixed by its overlap `s` with `R`
  have hxi : ∀ i, x i = (ε : ℂ) * R i * s / (z - e i) := by
    intro i
    have hi := congrFun hMx i
    rw [resolvent_mulVec, ← hs, Pi.zero_apply] at hi
    rw [eq_div_iff (sub_real_ne_zero hz _)]
    linear_combination hi
  have hss : s = (ε : ℂ) * s * localGreen e R z := by
    rw [localGreen, Finset.mul_sum]
    refine hs.trans (Finset.sum_congr rfl (fun j _ => ?_))
    rw [hxi j]
    ring
  have h0 : s * (1 - (ε : ℂ) * localGreen e R z) = 0 := by linear_combination hss
  have hs0 : s = 0 := (mul_eq_zero.1 h0).resolve_right (one_sub_ne_zero e R ε hz)
  apply hx
  funext i
  rw [hxi i, hs0]
  simp

/-- For any number of auxiliary orbitals, not all with zero amplitude, and nonreal `z`, the
band energy enters only as a shift of the inverse Green function: `G = 1 / (1/g - ε)`,
with nonzero denominator. -/
theorem green_eq (e : n → ℝ) {R : n → ℝ} (hR : R ≠ 0) (ε : ℝ) {z : ℂ} (hz : z.im ≠ 0) :
    1 / localGreen e R z - ε ≠ 0 ∧
      green e R ε z = 1 / (1 / localGreen e R z - ε) := by
  have hD := one_sub_ne_zero e R ε hz
  have hg : localGreen e R z ≠ 0 := by
    intro h
    exact localGreen_im_ne_zero e hR hz (by rw [h, Complex.zero_im])
  have h1 : 1 / localGreen e R z - ε =
      (1 - (ε : ℂ) * localGreen e R z) / localGreen e R z := by
    rw [sub_div, mul_div_cancel_right₀ _ hg]
  refine ⟨by rw [h1]; exact div_ne_zero hD hg, ?_⟩
  obtain ⟨c, hc⟩ : ∃ c : ℂ, c * (1 - (ε : ℂ) * localGreen e R z) = 1 :=
    ⟨_, inv_mul_cancel₀ hD⟩
  have hsum : ∑ j, (R j : ℂ) * (c * (R j / (z - e j))) = c * localGreen e R z := by
    rw [localGreen, Finset.mul_sum]
    exact Finset.sum_congr rfl (fun j _ => by ring)
  -- explicit solution of `(z - H) v = R`
  have hMv : (z • (1 : Matrix n n ℂ) - hamiltonian e R ε) *ᵥ
      (fun i => c * ((R i : ℂ) / (z - e i))) = fun i => (R i : ℂ) := by
    funext i
    rw [resolvent_mulVec, hsum]
    have hi : (z - e i) * ((R i : ℂ) / (z - e i)) = R i :=
      mul_div_cancel₀ _ (sub_real_ne_zero hz _)
    linear_combination c * hi + (R i : ℂ) * hc
  have hinv : (z • (1 : Matrix n n ℂ) - hamiltonian e R ε)⁻¹ *ᵥ (fun i => (R i : ℂ)) =
      fun i => c * ((R i : ℂ) / (z - e i)) := by
    rw [← hMv, Matrix.mulVec_mulVec, Matrix.nonsing_inv_mul _
      (isUnit_iff_ne_zero.2 (resolvent_det_ne_zero e R ε hz)), Matrix.one_mulVec]
  rw [green, hinv, h1, one_div_div, eq_div_iff hD]
  change (∑ j, (R j : ℂ) * (c * (R j / (z - e j)))) * _ = _
  rw [hsum]
  linear_combination localGreen e R z * hc

/-- Self-energy `z l² (1 - r0²) / (z² - r0² l²)`, for `z` different from `± r0 l`. -/
def selfEnergy (r0 l : ℝ) (z : ℂ) : ℂ :=
  z * ((l : ℂ) ^ 2 * (1 - (r0 : ℂ) ^ 2)) / (z ^ 2 - (r0 : ℂ) ^ 2 * (l : ℂ) ^ 2)

/-- One orbital at zero energy and two ghosts at `± l`, with normalised amplitudes
`(r0, r1, r1)`, give at nonreal `z` the Green function `1 / (z - ε - Σ(z))`, with nonzero
denominator. -/
theorem ghost_green {r0 r1 : ℝ} (hr : r0 ^ 2 + 2 * r1 ^ 2 = 1) (l ε : ℝ) {z : ℂ}
    (hz : z.im ≠ 0) :
    z - ε - selfEnergy r0 l z ≠ 0 ∧
      green ![0, l, -l] ![r0, r1, r1] ε z = 1 / (z - ε - selfEnergy r0 l z) := by
  have hR : (![r0, r1, r1] : Fin 3 → ℝ) ≠ 0 := by
    intro h
    have h0 : r0 = 0 := congrFun h 0
    have h1 : r1 = 0 := congrFun h 1
    rw [h0, h1] at hr
    norm_num at hr
  have hz0 : z ≠ 0 := by simpa using sub_real_ne_zero hz 0
  have hm : z - (l : ℂ) ≠ 0 := sub_real_ne_zero hz l
  have hp : z + (l : ℂ) ≠ 0 := by simpa using sub_real_ne_zero hz (-l)
  have hq : z ^ 2 - (r0 : ℂ) ^ 2 * (l : ℂ) ^ 2 ≠ 0 := by
    have h1 := sub_real_ne_zero hz (r0 * l)
    have h2 := sub_real_ne_zero hz (-(r0 * l))
    have h3 := mul_ne_zero h1 h2
    push_cast at h3
    intro h
    exact h3 (by linear_combination h)
  have hrc : (r0 : ℂ) ^ 2 + 2 * (r1 : ℂ) ^ 2 = 1 := by exact_mod_cast hr
  -- the three poles combine into one fraction
  have hg : localGreen ![0, l, -l] ![r0, r1, r1] z =
      (z ^ 2 - (r0 : ℂ) ^ 2 * (l : ℂ) ^ 2) / (z * ((z - l) * (z + l))) := by
    have h3 : localGreen ![0, l, -l] ![r0, r1, r1] z =
        (r0 : ℂ) ^ 2 / z + (r1 : ℂ) ^ 2 / (z - l) + (r1 : ℂ) ^ 2 / (z + l) := by
      simp [localGreen, Fin.sum_univ_three]
    have hr0 : (r0 : ℂ) ^ 2 = 1 - 2 * (r1 : ℂ) ^ 2 := by linear_combination hrc
    rw [h3, hr0]
    field_simp
    ring
  have hinv : 1 / localGreen ![0, l, -l] ![r0, r1, r1] z = z - selfEnergy r0 l z := by
    rw [hg, one_div_div, selfEnergy, eq_sub_iff_add_eq, ← add_div, div_eq_iff hq]
    ring
  have h := green_eq ![0, l, -l] hR ε hz
  rw [hinv, sub_right_comm] at h
  exact h

/-- For nonzero `r0`, `r1` and `l` with `r0² + 2 r1² = 1`, the self-energy has simple poles at
`r0 l` and `-r0 l`, each with the nonzero residue `l² r1²`. -/
theorem selfEnergy_poles {r0 r1 l : ℝ} (hr : r0 ^ 2 + 2 * r1 ^ 2 = 1) (h0 : r0 ≠ 0)
    (h1 : r1 ≠ 0) (hl : l ≠ 0) {p : ℂ} (hp : p = r0 * l ∨ p = -(r0 * l)) :
    (l : ℂ) ^ 2 * (r1 : ℂ) ^ 2 ≠ 0 ∧
      Tendsto (fun z => (z - p) * selfEnergy r0 l z) (𝓝[≠] p)
        (𝓝 ((l : ℂ) ^ 2 * (r1 : ℂ) ^ 2)) := by
  have h0c : (r0 : ℂ) ≠ 0 := Complex.ofReal_ne_zero.2 h0
  have h1c : (r1 : ℂ) ≠ 0 := Complex.ofReal_ne_zero.2 h1
  have hlc : (l : ℂ) ≠ 0 := Complex.ofReal_ne_zero.2 hl
  have hrc : (r0 : ℂ) ^ 2 + 2 * (r1 : ℂ) ^ 2 = 1 := by exact_mod_cast hr
  refine ⟨mul_ne_zero (pow_ne_zero 2 hlc) (pow_ne_zero 2 h1c), ?_⟩
  have hp2 : (r0 : ℂ) ^ 2 * (l : ℂ) ^ 2 = p ^ 2 := by
    rcases hp with h | h <;> rw [h] <;> ring
  have hp0 : p ≠ 0 := by
    rcases hp with h | h <;> rw [h]
    · exact mul_ne_zero h0c hlc
    · exact neg_ne_zero.2 (mul_ne_zero h0c hlc)
  have hpp : p + p ≠ 0 := by
    rw [← two_mul]
    exact mul_ne_zero two_ne_zero hp0
  -- after removing the pole the function is continuous at `p`
  have hc : ContinuousAt
      (fun z : ℂ => z * ((l : ℂ) ^ 2 * (1 - (r0 : ℂ) ^ 2)) / (z + p)) p :=
    ContinuousAt.div (by fun_prop) (by fun_prop) hpp
  have hval : p * ((l : ℂ) ^ 2 * (1 - (r0 : ℂ) ^ 2)) / (p + p) =
      (l : ℂ) ^ 2 * (r1 : ℂ) ^ 2 := by
    rw [div_eq_iff hpp]
    linear_combination (-p * (l : ℂ) ^ 2) * hrc
  have ht := hc.tendsto.mono_left (nhdsWithin_le_nhds (s := {p}ᶜ))
  rw [hval] at ht
  refine ht.congr' ?_
  filter_upwards [self_mem_nhdsWithin] with z hz
  have hzp : z - p ≠ 0 := sub_ne_zero.2 hz
  have hfac : z ^ 2 - p ^ 2 = (z - p) * (z + p) := by ring
  rw [selfEnergy, hp2, hfac, ← mul_div_assoc, mul_div_mul_left _ _ hzp]


/-- For ghosts at `± l` and no weight on the zero-energy orbital (`r0 = 0`, `2 r1² = 1`), the Green
function at nonreal `z` has the half-filled Hubbard-I form, with self-energy `l² / z`. -/
theorem hubbardI_green {r1 : ℝ} (hr : 2 * r1 ^ 2 = 1) (l ε : ℝ) {z : ℂ} (hz : z.im ≠ 0) :
    green ![0, l, -l] ![0, r1, r1] ε z = 1 / (z - ε - (l : ℂ) ^ 2 / z) := by
  have hz0 : z ≠ 0 := by simpa using sub_real_ne_zero hz 0
  have hS : selfEnergy 0 l z = (l : ℂ) ^ 2 / z := by
    have hq : z ^ 2 - (0 : ℂ) ^ 2 * (l : ℂ) ^ 2 ≠ 0 := by simpa using hz0
    rw [selfEnergy, Complex.ofReal_zero, div_eq_div_iff hq hz0]
    ring
  rw [(ghost_green (r0 := 0) (by linarith) l ε hz).2, hS]

end

end GhostOrbitals
```

```lean
#print axioms GhostOrbitals.selfEnergy_poles
#print axioms GhostOrbitals.hubbardI_green
```

```
'GhostOrbitals.selfEnergy_poles' depends on axioms: [propext, Classical.choice, Quot.sound]
'GhostOrbitals.hubbardI_green' depends on axioms: [propext, Classical.choice, Quot.sound]
```

## Reading the theorems as statements about G and Σ

The finite type `n` labels the auxiliary orbitals. The functions `e` and `R` are their real levels and amplitudes, and `hamiltonian e R ε` is the complex matrix H. The term `vecMulVec` is the outer product R Rᵀ, `*ᵥ` applies a matrix to a vector, and `⬝ᵥ` is the dot product without complex conjugation, which is the right one for real R. Thus `green` is Rᵀ(z − H)⁻¹R and `localGreen` is g. Despite its name, g is the Green function at ε = 0, not the local Green function of a lattice, which is an average over the band.

The hypothesis `hz : z.im ≠ 0` says that the frequency is nonreal; both half-planes are included. `green_eq` is the result for any finite number of orbitals with R ≠ 0. `ghost_green` specialises it to levels `![0, l, -l]` and amplitudes `![r0, r1, r1]`, indexed 0, 1, 2, so `r1` is the common amplitude of orbitals 1 and 2. Both theorems also state that the denominator is nonzero. The sign of l is free, and l = 0 is allowed.

`selfEnergy_poles` says that the residue is nonzero and that (z − p)Σ(z) tends to it as z approaches p in the complex plane, with p itself excluded. `hubbardI_green` gives the Green function at r0 = 0, where the normalisation becomes 2r1² = 1. It establishes the functional form that Hubbard-I takes at half filling, with the static shift absorbed in the chemical potential, and does not derive that approximation from an interacting lattice model. In particular, l is a free parameter, not a value computed from a Hubbard U.

## From the null vector to the explicit inverse

`localGreen_im_ne_zero` proves the formula for Im g and the positivity of its sum, and `one_sub_ne_zero` turns this into 1 − εg ≠ 0. `resolvent_mulVec` writes out one row of (z − H)x. `resolvent_det_ne_zero` assumes a zero determinant, extracts a null vector, and shows through its overlap s that the vector vanishes. This matters because Lean assigns a value even to the inverse of a singular matrix; here the inverse is the true one.

`green_eq` supplies the vector v, checks (z − H)v = R row by row, and then applies the inverse. The `linear_combination` steps are the substitutions made above for c and g. In `ghost_green`, `field_simp` and `ring` put the three fractions over a common denominator, after which 1/g is identified with z − Σ. The pole theorem cancels z − p away from p and takes the limit by continuity of the remaining quotient.

## Real frequencies, self-consistency and rounding

The Green function theorems do not treat real z, including real energies where the resolvent exists. A retarded spectrum evaluated at ω + iη with fixed η > 0 is covered; the limit η → 0 is not.

The parameters r0, r1 and l are inputs. Nothing here determines them from an interaction, shows that a self-consistency loop converges, or bounds the error of the ghost-orbital approximation. Several physical orbitals with a matrix-valued Σ, complex amplitudes and asymmetric ghost pairs also lie beyond the three-orbital formula, although `green_eq` does admit arbitrary real levels and amplitudes for one physical orbital.

The equalities concern real and complex numbers, not floating-point arithmetic. Close to the poles of Σ or G, a code can lose digits in either evaluation, so a comparison tolerance should take account of the distance from the real axis.
